# Two-dimensional hydrogen: s states of the form exp(-κr) times a polynomial have energies -1/(n-1/2)² Rydberg

An s state is represented here by a radial function R(r) = exp(-κr) u(r), where κ is a real number and u is a nonzero polynomial with real coefficients. This form takes the place of the usual boundary conditions: a polynomial is finite at the origin, and the exponential makes R decay when κ is positive. Within this class, the radial equation

-R'' - R'/r - 2R/r = E R for all r > 0

has a solution exactly when κ = 1/(n-1/2) and E = -1/(n-1/2)² for some integer n ≥ 1. Lengths are in Bohr radii and energies in Rydberg. Neither κ > 0 nor E = -κ² is assumed; both come out of the equation.

## The equation and the trial functions

```lean
import Mathlib

open Polynomial

namespace TwoDimensionalExciton

noncomputable section
```

The file loads the Mathlib library and opens its notation for polynomials, in which `ℝ[X]` is the type of real polynomials in one variable `X`.

```lean
/-- The s-wave Hamiltonian of two-dimensional hydrogen in Rydberg units,
`-R'' - R'/r - 2R/r`, at a radius `r ≠ 0`. -/
def radialH (R : ℝ → ℝ) (r : ℝ) : ℝ :=
  -deriv (deriv R) r - deriv R r / r - 2 / r * R r
```

`radialH` takes a function R and a radius r and returns -R''(r) - R'(r)/r - (2/r)R(r). The first two terms are the Laplacian in the plane, with a minus sign, for a function without angular dependence; the third is the Coulomb attraction in Rydberg units. Lean's `deriv` returns a number for any function, and it is the true derivative only where one exists, so differentiability of the trial functions is proved below.

```lean
/-- The radial function `exp(-κ r) u(r)` with a polynomial `u`. -/
def wave (κ : ℝ) (u : ℝ[X]) (r : ℝ) : ℝ := Real.exp (-κ * r) * u.eval r
```

This is R(r) = exp(-κr) u(r). A polynomial in Lean is an algebraic object and not yet a function, and `u.eval r` is its value at r.

```lean
/-- The function `exp(-κ r) u(r)` solves the radial Schrödinger equation with energy `E`
at every `r > 0`. -/
def Solves (κ E : ℝ) (u : ℝ[X]) : Prop :=
  ∀ r : ℝ, 0 < r → radialH (wave κ u) r = E * wave κ u r
```

`Solves κ E u` is a proposition: at every r > 0, the Hamiltonian applied to the trial function gives E times that function. The origin, where the potential is singular, is left out. The zero polynomial satisfies the condition trivially, so the later theorems add `u ≠ 0` where it matters.

```lean
/-- The polynomial `r (u'' - 2κ u' + (κ² + E) u) + u' + (2 - κ) u`. -/
def radialPoly (κ E : ℝ) (u : ℝ[X]) : ℝ[X] :=
  X * (derivative (derivative u) - C (2 * κ) * derivative u + C (κ ^ 2 + E) * u)
    + derivative u + C (2 - κ) * u
```

This polynomial is what remains of the radial equation once the exponential and a factor 1/r have been taken out. `C` turns a number into a constant polynomial, and `derivative` differentiates algebraically.

```lean
/-- The decay constant `1/(N + 1/2)`, for `N = 0, 1, 2, ...`. -/
def decay (N : ℕ) : ℝ := 1 / ((N : ℝ) + 1 / 2)
```

`decay N` is 1/(N+1/2), with N counted from 0. The principal quantum number will be n = N+1.

```lean
/-- The Laguerre polynomial of degree `N` in the variable `2κr`, with `κ = 1/(N + 1/2)`. -/
def sPoly (N : ℕ) : ℝ[X] :=
  ∑ k ∈ Finset.range (N + 1),
    C ((-2 * decay N) ^ k * (N.choose k : ℝ) / (k.factorial : ℝ)) * X ^ k
```

`sPoly N` is the polynomial with coefficients

b(k) = (-2κ)ᵏ · binomial(N, k) / k!, for k = 0, ..., N and κ = 1/(N+1/2).

This is the Laguerre polynomial of degree N in the variable 2κr. For N = 0 it is the constant 1.

## From a differential equation to a polynomial

```lean
/-- Differentiating `exp(-κ r) u(r)` replaces the polynomial `u` by `u' - κ u`. -/
theorem hasDerivAt_wave (κ : ℝ) (u : ℝ[X]) (r : ℝ) :
    HasDerivAt (wave κ u) (wave κ (derivative u - C κ * u) r) r := by
  have h1 : HasDerivAt (fun x : ℝ => Real.exp (-κ * x)) (Real.exp (-κ * r) * (-κ)) r :=
    (((hasDerivAt_id' r).const_mul (-κ)).exp).congr_deriv (by simp)
  exact (h1.fun_mul (u.hasDerivAt r)).congr_deriv (by
    simp only [wave, eval_sub, eval_mul, eval_C]
    ring)
```

The product rule gives

R' = exp(-κr) (u' - κu),

so differentiation keeps the form of the trial function and only replaces u by u' - κu. `HasDerivAt` states that the derivative exists and has this value. The proof differentiates the exponential (`h1`), applies the product rule, and lets `ring` match the two expressions.

```lean
/-- The radial Schrödinger equation for `exp(-κ r) u(r)` on `r > 0` is equivalent to the
vanishing of the polynomial `r (u'' - 2κ u' + (κ² + E) u) + u' + (2 - κ) u`. -/
theorem solves_iff_radialPoly (κ E : ℝ) (u : ℝ[X]) :
    Solves κ E u ↔ radialPoly κ E u = 0 := by
  have hd : ∀ v : ℝ[X], deriv (wave κ v) = wave κ (derivative v - C κ * v) :=
    fun v => funext fun x => (hasDerivAt_wave κ v x).deriv
  -- the residual of the equation is a nonvanishing factor times the polynomial
  have key : ∀ r : ℝ, 0 < r → radialH (wave κ u) r - E * wave κ u r
      = -(Real.exp (-κ * r) / r) * (radialPoly κ E u).eval r := by
    intro r hr
    have hr0 : r ≠ 0 := hr.ne'
    simp only [radialH, hd]
    simp only [wave, radialPoly, derivative_sub, derivative_mul, derivative_C, zero_mul,
      zero_add, eval_add, eval_sub, eval_mul, eval_C, eval_X]
    generalize Real.exp (-κ * r) = e
    field_simp
    ring
  constructor
  · intro h
    -- a polynomial that vanishes on the half-line is zero
    refine eq_zero_of_infinite_isRoot _ ((Set.Ioi_infinite (0 : ℝ)).mono fun r hr => ?_)
    have hr' : 0 < r := hr
    have h1 := key r hr'
    rw [h r hr', sub_self] at h1
    exact (mul_eq_zero.1 h1.symm).resolve_left
      (neg_ne_zero.2 (div_ne_zero (Real.exp_ne_zero _) hr'.ne'))
  · intro h r hr
    have h1 := key r hr
    rw [h, eval_zero, mul_zero] at h1
    exact sub_eq_zero.1 h1
```

Applying the previous rule twice gives

R'' = exp(-κr) (u'' - 2κu' + κ²u).

Inserting this into the radial equation and collecting terms, we find

-R'' - R'/r - 2R/r - E R = -(exp(-κr)/r) · P(r),

P = r (u'' - 2κu' + (κ² + E)u) + u' + (2 - κ)u.

The prefactor is never zero, so the equation holds on r > 0 exactly when P(r) = 0 for every r > 0. A nonzero polynomial has only finitely many roots, hence P is the zero polynomial.

In the proof, `hd` is the differentiation rule and `key` is the displayed identity for the residual. There the exponential is replaced by a letter `e`, after which `field_simp` clears the denominators and `ring` checks the algebra. The two bullets under `constructor` are the two directions of the equivalence; the first uses the infinitude of the half-line.

```lean
/-- The coefficient of `r^k` in the polynomial `radialPoly κ E u`, expressed through neighbouring
coefficients of `u`. -/
theorem coeff_radialPoly (κ E : ℝ) (u : ℝ[X]) (k : ℕ) :
    (radialPoly κ E u).coeff k = ((k : ℝ) + 1) ^ 2 * u.coeff (k + 1)
      - (κ * (2 * k + 1) - 2) * u.coeff k + (κ ^ 2 + E) * (X * u).coeff k := by
  rcases k with _ | k
  · simp only [radialPoly, coeff_add, mul_coeff_zero, coeff_X_zero, coeff_C_zero,
      coeff_derivative, Nat.cast_zero, zero_add]
    ring
  · simp only [radialPoly, coeff_add, coeff_X_mul, coeff_sub, coeff_C_mul, coeff_derivative]
    push_cast
    ring
```

Write u = Σ a(k) rᵏ, with a(-1) = 0. The terms of P contribute to the power rᵏ as follows:

r u'' gives k(k+1) a(k+1)

-2κ r u' gives -2κk a(k)

(κ² + E) r u gives (κ² + E) a(k-1)

u' gives (k+1) a(k+1)

(2 - κ)u gives (2 - κ) a(k)

Their sum is

(k+1)² a(k+1) - (κ(2k+1) - 2) a(k) + (κ² + E) a(k-1).

In Lean, a(k-1) appears as `(X * u).coeff k`, which is automatically zero at k = 0. The proof treats k = 0 and k ≥ 1 separately.

## The two highest powers fix E and κ

```lean
/-- If `exp(-κ r) u(r)` with `u ≠ 0` solves the radial equation with energy `E`, then
`E = -κ²` and `κ = 1/(N + 1/2)`, where `N` is the degree of `u`. -/
theorem quantization {κ E : ℝ} {u : ℝ[X]} (hu : u ≠ 0) (h : Solves κ E u) :
    E = -κ ^ 2 ∧ κ = decay u.natDegree := by
  rw [solves_iff_radialPoly] at h
  have ha : u.coeff u.natDegree ≠ 0 := by
    rw [coeff_natDegree]
    exact leadingCoeff_ne_zero.2 hu
  have z1 : u.coeff (u.natDegree + 1) = 0 := coeff_eq_zero_of_natDegree_lt (by omega)
  have z2 : u.coeff (u.natDegree + 1 + 1) = 0 := coeff_eq_zero_of_natDegree_lt (by omega)
  -- the highest power fixes the energy
  have h1 := coeff_radialPoly κ E u (u.natDegree + 1)
  rw [h, coeff_zero, coeff_X_mul, z1, z2, mul_zero, mul_zero, sub_zero, zero_add] at h1
  have hE : κ ^ 2 + E = 0 := (mul_eq_zero.1 h1.symm).resolve_right ha
  -- the next power fixes the decay constant
  have h2 := coeff_radialPoly κ E u u.natDegree
  rw [h, coeff_zero, z1, hE, mul_zero, zero_mul, add_zero, zero_sub] at h2
  have h3 : κ * (2 * (u.natDegree : ℝ) + 1) - 2 = 0 :=
    (mul_eq_zero.1 (neg_eq_zero.1 h2.symm)).resolve_right ha
  have hx : (u.natDegree : ℝ) + 1 / 2 ≠ 0 := by positivity
  refine ⟨by linarith, ?_⟩
  rw [decay, eq_div_iff hx]
  linarith
```

Let N be the degree of u, written `u.natDegree`, so that a(N) ≠ 0 and all higher coefficients vanish. Every coefficient of P must be zero. At k = N+1 only one term survives:

(κ² + E) a(N) = 0, hence E = -κ².

At k = N, using this result,

(κ(2N+1) - 2) a(N) = 0, hence κ = 2/(2N+1) = 1/(N+1/2).

Since N ≥ 0, κ is positive, and exponentially growing trial functions are excluded by the equation itself. In the proof, `h1` and `h2` are the two coefficient equations, and `ha` is the statement a(N) ≠ 0 that allows us to divide.

## Laguerre polynomials solve the recurrence

```lean
/-- The coefficients of the Laguerre polynomial `sPoly N`. -/
theorem sPoly_coeff (N k : ℕ) : (sPoly N).coeff k
    = (-2 * decay N) ^ k * (N.choose k : ℝ) / (k.factorial : ℝ) := by
  rw [sPoly, Polynomial.finsetSum_coeff]
  simp only [coeff_C_mul, coeff_X_pow, mul_ite, mul_one, mul_zero, Finset.sum_ite_eq,
    Finset.mem_range]
  split_ifs with h
  · rfl
  · rw [Nat.choose_eq_zero_of_lt (by omega)]
    simp
```

The coefficient of rᵏ in `sPoly N` is b(k) for every k. Beyond k = N the formula gives zero, because the binomial coefficient does.

```lean
/-- The Laguerre coefficients obey the recurrence of the radial equation at `κ = 1/(N + 1/2)` and
energy `-κ²`. -/
theorem sPoly_recurrence (N k : ℕ) : ((k : ℝ) + 1) ^ 2 * (sPoly N).coeff (k + 1)
    = (decay N * (2 * k + 1) - 2) * (sPoly N).coeff k := by
  have hx : (N : ℝ) + 1 / 2 ≠ 0 := by positivity
  have hκ : decay N * (2 * N + 1) = 2 := by
    rw [decay, div_mul_eq_mul_div, div_eq_iff hx]
    ring
  have hc : (N.choose (k + 1) : ℝ) * (k + 1) = N.choose k * ((N : ℝ) - k) := by
    rcases le_or_gt k N with h | h
    · rw [← Nat.cast_sub h]
      exact_mod_cast Nat.choose_succ_right_eq N k
    · rw [Nat.choose_eq_zero_of_lt h, Nat.choose_eq_zero_of_lt (by omega : N < k + 1)]
      simp
  have hf : (k.factorial : ℝ) ≠ 0 := by positivity
  have hk : (k : ℝ) + 1 ≠ 0 := by positivity
  rw [sPoly_coeff, sPoly_coeff, Nat.factorial_succ, pow_succ (-2 * decay N) k]
  push_cast
  generalize (-2 * decay N) ^ k = p
  have h1 : ((k : ℝ) + 1) ^ 2 * (p * (-2 * decay N) * (N.choose (k + 1) : ℝ)
      / (((k : ℝ) + 1) * (k.factorial : ℝ)))
      = p * (-2 * decay N) * ((N.choose (k + 1) : ℝ) * (k + 1)) / (k.factorial : ℝ) := by
    field_simp
  rw [h1, hc]
  linear_combination (-(p * (N.choose k : ℝ) / (k.factorial : ℝ))) * hκ
```

With E = -κ², the condition P = 0 becomes a two-term recurrence, and the theorem says that the b(k) satisfy it:

(k+1)² b(k+1) = (κ(2k+1) - 2) b(k).

To check this by hand, use (k+1) binomial(N, k+1) = (N-k) binomial(N, k), which is `hc` in the proof. Then

(k+1)² b(k+1) = (-2κ)ᵏ⁺¹ (k+1) binomial(N, k+1) / k! = -2κ(N-k) b(k).

Because κ(2N+1) = 2, which is `hκ`, the factor becomes

-2κ(N-k) = κ(2k+1) - κ(2N+1) = κ(2k+1) - 2.

The final `linear_combination` makes this substitution: it checks that the goal follows from a stated multiple of `hκ`.

```lean
/-- At `κ = 1/(N + 1/2)` and energy `-κ²`, the polynomials `u` for which `exp(-κ r) u(r)`
solves the radial equation are exactly the multiples of the Laguerre polynomial `sPoly N`. -/
theorem solves_iff_multiple (N : ℕ) (u : ℝ[X]) :
    Solves (decay N) (-decay N ^ 2) u ↔ ∃ c : ℝ, u = C c * sPoly N := by
  rw [solves_iff_radialPoly]
  constructor
  · intro h
    refine ⟨u.coeff 0, ?_⟩
    ext k
    rw [coeff_C_mul]
    -- the recurrence determines every coefficient from the first
    induction k with
    | zero => simp [sPoly_coeff]
    | succ k ih =>
      have h1 := coeff_radialPoly (decay N) (-decay N ^ 2) u k
      rw [h, coeff_zero] at h1
      have hk : ((k : ℝ) + 1) ^ 2 ≠ 0 := by positivity
      apply mul_left_cancel₀ hk
      linear_combination -h1 + (decay N * (2 * k + 1) - 2) * ih
        - u.coeff 0 * sPoly_recurrence N k
  · rintro ⟨c, rfl⟩
    ext k
    rw [coeff_radialPoly, coeff_zero]
    simp only [coeff_C_mul]
    linear_combination c * sPoly_recurrence N k
```

At κ = 1/(N+1/2) and E = -κ², the solutions u are exactly the constant multiples of `sPoly N`. By `quantization`, no other κ gives a nonzero solution at the same energy, so each level is nondegenerate within the class of trial functions.

Suppose u is a solution. Its coefficients obey the same recurrence as the b(k), and b(0) = 1. We show a(k) = a(0) b(k) by induction. It holds at k = 0, and if it holds at k, then

(k+1)² a(k+1) = (κ(2k+1) - 2) a(0) b(k) = (k+1)² a(0) b(k+1).

Dividing by (k+1)² gives the next case. In Lean, `ext k` reduces equality of polynomials to equality of their coefficients, `ih` is the induction hypothesis, and `mul_left_cancel₀` does the division. Conversely, the recurrence is linear, so any multiple of `sPoly N` satisfies it.

## The energy levels

```lean
/-- Two-dimensional hydrogen s states: a nonzero polynomial `u` for which `exp(-κ r) u(r)`
solves the radial equation with energy `E` exists if and only if `κ = 1/(n - 1/2)` and
`E = -1/(n - 1/2)²` for an integer `n ≥ 1`. -/
theorem s_state_iff (κ E : ℝ) : (∃ u : ℝ[X], u ≠ 0 ∧ Solves κ E u) ↔
    ∃ n : ℕ, 1 ≤ n ∧ κ = 1 / ((n : ℝ) - 1 / 2) ∧ E = -1 / ((n : ℝ) - 1 / 2) ^ 2 := by
  have e : ∀ N : ℕ, ((N + 1 : ℕ) : ℝ) - 1 / 2 = (N : ℝ) + 1 / 2 := by
    intro N
    push_cast
    ring
  have hE : ∀ N : ℕ, -1 / ((N : ℝ) + 1 / 2) ^ 2 = -decay N ^ 2 := by
    intro N
    simp only [decay, div_pow, one_pow, neg_div]
  constructor
  · rintro ⟨u, hu, h⟩
    obtain ⟨h1, h2⟩ := quantization hu h
    refine ⟨u.natDegree + 1, by omega, ?_, ?_⟩
    · rw [e]
      exact h2
    · rw [e, hE, ← h2]
      exact h1
  · rintro ⟨n, hn, h1, h2⟩
    obtain ⟨N, rfl⟩ : ∃ N, n = N + 1 := ⟨n - 1, by omega⟩
    rw [e] at h1 h2
    rw [hE] at h2
    refine ⟨sPoly N, fun h0 => ?_, ?_⟩
    · have h3 := sPoly_coeff N 0
      rw [h0] at h3
      simp at h3
    · rw [h2, h1]
      exact (solves_iff_multiple N _).2 ⟨1, by simp⟩
```

Read in words: for real κ and E, there is a nonzero polynomial u such that exp(-κr) u(r) solves the radial equation with energy E if and only if some integer n ≥ 1 gives κ = 1/(n-1/2) and E = -1/(n-1/2)².

From left to right, `quantization` supplies the two values, and n is the degree of u plus one. From right to left, we set N = n-1 and take u = `sPoly N`, which is nonzero because its constant coefficient is 1. The auxiliary statements `e` and `hE` translate between n - 1/2 and N + 1/2.

The theorem concerns s states only, and only those of the chosen form. It does not say that every normalisable s state has this form, and it does not treat the continuum.

```lean
/-- The lowest energy among the s states `exp(-κ r) u(r)`, with `u` a nonzero polynomial,
is `-4` Rydberg. -/
theorem ground_level :
    IsLeast {E : ℝ | ∃ κ : ℝ, ∃ u : ℝ[X], u ≠ 0 ∧ Solves κ E u} (-4) := by
  constructor
  · exact ⟨2, (s_state_iff 2 (-4)).2 ⟨1, le_refl 1, by norm_num, by norm_num⟩⟩
  · rintro E ⟨κ, hκ⟩
    obtain ⟨n, hn, -, rfl⟩ := (s_state_iff κ E).1 hκ
    have hn' : (1 : ℝ) ≤ n := by exact_mod_cast hn
    have hpos : 0 < ((n : ℝ) - 1 / 2) ^ 2 := pow_pos (by linarith) 2
    rw [le_div_iff₀ hpos]
    nlinarith

end

end TwoDimensionalExciton
```

`IsLeast` combines two claims: -4 belongs to the set of energies, and no member of the set lies below it. The first is the case n = 1, where κ = 2 and u is constant. For the second, n ≥ 1 gives (n-1/2)² ≥ 1/4, so

-1/(n-1/2)² ≥ -4.

The minimum is taken over the energies of the trial functions that solve the equation; the theorem does not prove that -4 is a lower bound on the Hamiltonian over all wave functions. The ground-state function is exp(-2r) up to a factor, and since the integral of r exp(-4r) over r > 0 is 1/16, the radial function normalised with weight r is 4 exp(-2r).

For an electron and a hole confined to a plane, with isotropic effective masses and a pure 1/r attraction, the s states of the relative motion obey the same equation. Lengths and energies are then in effective Bohr radii and effective Rydbergs, which are built from the reduced mass of the pair and the dielectric constant that screens the attraction. The lowest s exciton of this form is bound by four effective Rydbergs. These levels can serve as reference values for a numerical exciton solver run in that idealised limit.

```lean
#print axioms TwoDimensionalExciton.s_state_iff
-- 'TwoDimensionalExciton.s_state_iff' depends on axioms: [propext, Classical.choice, Quot.sound]
#print axioms TwoDimensionalExciton.ground_level
-- 'TwoDimensionalExciton.ground_level' depends on axioms: [propext, Classical.choice, Quot.sound]
```
